# Relative rapidity obeys the triangle inequality

If relative rapidity could exceed the sum of its parts, limits on two successive changes of velocity would give no additive limit on the total. A particle could have rapidity at most \(a\) relative to an intermediate observer, who has rapidity \(b\) relative to the laboratory, and still exceed \(a+b\) in the laboratory. For future-pointing unit timelike vectors, this cannot happen.

In relativistic quantum mechanics, the four-momentum of a free massive particle in a positive-energy state of definite momentum, divided by its mass, is such a vector in units where the speed of light is one. If the momentum is changed in two steps, the inequality bounds the relative rapidity between the initial and final momenta by the sum of the relative rapidities of the steps. For a particle already in motion, the relative rapidity of a step need not equal the parameter of the boost that produces it. The result concerns kinematics only, with no interaction or dynamics.

## Four-velocities and their rapidity

Let \(V\) be any real inner-product space, the space of spatial vectors. Its dimension is arbitrary, and completeness is not required.

In Lean 4 with Mathlib:

```lean
import Mathlib

open scoped InnerProductSpace

namespace RapidityTriangle

noncomputable section

variable {V : Type*} [NormedAddCommGroup V] [InnerProductSpace ℝ V]
```

Write \(x=(x_0,\vec x)\) for a vector in \(\mathbb R\times V\). With the speed of light set to one and signature \((+,-,-,\dots)\), the Minkowski form is
\[
\langle x,y\rangle=x_0y_0-\vec x\cdot\vec y .
\]

```lean
/-- The Minkowski form on `ℝ × V`, time component first, with signature `(+, -, -, ...)`. -/
def mink (x y : ℝ × V) : ℝ := x.1 * y.1 - inner ℝ x.2 y.2
```

A four-velocity has \(p_0>0\) and \(\langle p,p\rangle=1\). The predicate `FourVelocity` contains both conditions, which describe a massive particle moving forward in time; lightlike vectors are excluded.

```lean
/-- A four-velocity: a future-pointing vector of unit Minkowski square. -/
def FourVelocity (p : ℝ × V) : Prop := 0 < p.1 ∧ mink p p = 1
```

The relative rapidity is defined as \(\operatorname{arsinh}\sqrt{\langle p,q\rangle^2-1}\). In the rest frame of \(q\), where \(q=(1,\vec 0)\), the product \(\langle p,q\rangle=p_0\) is the Lorentz factor \(1/\sqrt{1-v^2}\) of the relative speed \(v=|\vec p|/p_0\), so the hyperbolic tangent of the rapidity is \(v\).

```lean
/-- The relative rapidity of two four-velocities, written through its hyperbolic sine. -/
def rapidity (p q : ℝ × V) : ℝ := Real.arsinh (√(mink p q ^ 2 - 1))
```

For three four-velocities \(p,q,k\), let \(a\) and \(b\) be the rapidities of the pairs \(p,q\) and \(q,k\), and let \(c\) be that of \(p,k\). The argument rests on the vector
\[
z=\sinh b\,p+\sinh a\,k-\sinh(a+b)\,q .
\]

```lean
/-- The vector `sinh b p + sinh a k - sinh (a + b) q`, where `a` is the rapidity between
`p` and `q` and `b` the rapidity between `q` and `k`. -/
def defect (p q k : ℝ × V) : ℝ × V :=
  Real.sinh (rapidity q k) • p + Real.sinh (rapidity p q) • k
    - Real.sinh (rapidity p q + rapidity q k) • q
```

Two immediate facts are needed: \(\langle x,x\rangle=x_0^2-|\vec x|^2\),

```lean
lemma mink_self (x : ℝ × V) : mink x x = x.1 ^ 2 - ‖x.2‖ ^ 2 := by
  simp only [mink, real_inner_self_eq_norm_sq]
  ring
```

and rapidity is nonnegative, because it is the arsinh of a square root.

```lean
lemma rapidity_nonneg (p q : ℝ × V) : 0 ≤ rapidity p q :=
  Real.arsinh_nonneg_iff.mpr (Real.sqrt_nonneg _)
```

## Vectors orthogonal to a four-velocity

Let \(\langle q,q\rangle=1\) and \(\langle x,q\rangle=0\). Then \(\vec x\cdot\vec q=x_0q_0\) and \(|\vec q|^2=q_0^2-1\), so Cauchy-Schwarz gives
\[
x_0^2q_0^2\le|\vec x|^2(q_0^2-1),
\qquad\text{hence}\qquad
|\vec x|^2\le -q_0^2\langle x,x\rangle .
\]
Since \(q_0^2>0\), \(\langle x,x\rangle\le0\). If it is zero, then \(\vec x=0\), and so \(x_0=0\). The displayed bound is `key` in the proof.

```lean
/-- A vector orthogonal to a unit timelike vector has nonpositive Minkowski square, and the
square vanishes only for the zero vector. -/
theorem orthogonal_spacelike {q x : ℝ × V} (hq : mink q q = 1) (hx : mink x q = 0) :
    mink x x ≤ 0 ∧ (mink x x = 0 → x = 0) := by
  have h := real_inner_mul_inner_self_le x.2 q.2
  rw [real_inner_self_eq_norm_sq, real_inner_self_eq_norm_sq] at h
  have hI : inner ℝ x.2 q.2 = x.1 * q.1 := by
    unfold mink at hx
    linarith
  rw [mink_self] at hq
  have hQ : ‖q.2‖ ^ 2 = q.1 ^ 2 - 1 := by linarith
  rw [hI, hQ] at h
  -- the spatial length is controlled by the Minkowski square
  have key : ‖x.2‖ ^ 2 ≤ q.1 ^ 2 * (-mink x x) := by
    rw [mink_self]
    nlinarith [h]
  have hq0 : 0 < q.1 ^ 2 := by nlinarith [sq_nonneg ‖q.2‖]
  refine ⟨?_, fun h0 => ?_⟩
  · by_contra hn
    have hm : 0 < mink x x := not_le.mp hn
    nlinarith [sq_nonneg ‖x.2‖, mul_pos hq0 hm]
  · rw [h0] at key
    have h2 : ‖x.2‖ ^ 2 = 0 := le_antisymm (by linarith) (sq_nonneg _)
    rw [mink_self, h2, sub_zero] at h0
    exact Prod.ext (pow_eq_zero_iff two_ne_zero |>.mp h0)
      (norm_eq_zero.mp (pow_eq_zero_iff two_ne_zero |>.mp h2))
```

## The product is a hyperbolic cosine

For four-velocities \(p,q\),
\[
(p_0q_0)^2=(1+|\vec p|^2)(1+|\vec q|^2)
=(1+|\vec p||\vec q|)^2+(|\vec p|-|\vec q|)^2 .
\]
Because \(p_0q_0>0\), this gives \(p_0q_0\ge1+|\vec p||\vec q|\). Subtracting \(\vec p\cdot\vec q\le|\vec p||\vec q|\) yields \(\langle p,q\rangle\ge1\).

```lean
/-- Reversed Cauchy-Schwarz inequality: the Minkowski product of two four-velocities is
at least one. -/
theorem one_le_mink {p q : ℝ × V} (hp : FourVelocity p) (hq : FourVelocity q) :
    1 ≤ mink p q := by
  obtain ⟨hp0, hp1⟩ := hp
  obtain ⟨hq0, hq1⟩ := hq
  rw [mink_self] at hp1 hq1
  have hc := real_inner_le_norm p.2 q.2
  have hmain : 1 + ‖p.2‖ * ‖q.2‖ ≤ p.1 * q.1 := by
    by_contra hn
    have h1 := mul_self_lt_mul_self (mul_pos hp0 hq0).le (not_le.mp hn)
    have h2 : (p.1 * q.1) * (p.1 * q.1) = (1 + ‖p.2‖ ^ 2) * (1 + ‖q.2‖ ^ 2) := by
      rw [show 1 + ‖p.2‖ ^ 2 = p.1 ^ 2 by linarith,
        show 1 + ‖q.2‖ ^ 2 = q.1 ^ 2 by linarith]
      ring
    nlinarith [sq_nonneg (‖p.2‖ - ‖q.2‖)]
  unfold mink
  linarith
```

Now \(\cosh(\operatorname{arsinh}s)=\sqrt{1+s^2}\) with \(s^2=\langle p,q\rangle^2-1\) gives \(\cosh a=\langle p,q\rangle\).

```lean
/-- The hyperbolic cosine of the relative rapidity is the Minkowski product. -/
theorem cosh_rapidity {p q : ℝ × V} (hp : FourVelocity p) (hq : FourVelocity q) :
    Real.cosh (rapidity p q) = mink p q := by
  have h := one_le_mink hp hq
  rw [rapidity, Real.cosh_arsinh, Real.sq_sqrt (by nlinarith),
    show 1 + (mink p q ^ 2 - 1) = mink p q ^ 2 by ring, Real.sqrt_sq (by linarith)]
```

As cosh is strictly increasing on nonnegative numbers, \(a\) is the only nonnegative solution. The results therefore apply to the numbers \(a,b,c\ge0\) fixed by \(\cosh a=\langle p,q\rangle\), \(\cosh b=\langle q,k\rangle\) and \(\cosh c=\langle p,k\rangle\).

```lean
/-- The relative rapidity is the only nonnegative number whose hyperbolic cosine is the
Minkowski product. -/
theorem cosh_eq_mink_iff {p q : ℝ × V} (hp : FourVelocity p) (hq : FourVelocity q)
    {a : ℝ} (ha : 0 ≤ a) : Real.cosh a = mink p q ↔ a = rapidity p q := by
  refine ⟨fun h => ?_, fun h => by rw [h, cosh_rapidity hp hq]⟩
  rw [← cosh_rapidity hp hq] at h
  have h1 := Real.cosh_le_cosh.mp h.le
  have h2 := Real.cosh_le_cosh.mp h.ge
  rw [abs_of_nonneg ha, abs_of_nonneg (rapidity_nonneg p q)] at h1 h2
  exact le_antisymm h1 h2
```

## Symmetry and zero rapidity

The Minkowski form is symmetric, and so is rapidity.

```lean
/-- Relative rapidity is symmetric in the two vectors. -/
theorem rapidity_comm (p q : ℝ × V) : rapidity p q = rapidity q p := by
  have h : mink p q = mink q p := by
    unfold mink
    rw [real_inner_comm q.2 p.2, mul_comm]
  rw [rapidity, rapidity, h]
```

If the rapidity of \(p\) and \(q\) vanishes, then \(\langle p,q\rangle=1\), so
\[
\langle p-q,q\rangle=1-1=0,\qquad
\langle p-q,p-q\rangle=1+1-2=0 .
\]
The orthogonality result forces \(p=q\). The converse follows from the definition.

```lean
/-- The relative rapidity of two four-velocities vanishes exactly when they are equal. -/
theorem rapidity_eq_zero_iff {p q : ℝ × V} (hp : FourVelocity p) (hq : FourVelocity q) :
    rapidity p q = 0 ↔ p = q := by
  constructor
  · intro h
    have h1 := cosh_rapidity hp hq
    rw [h, Real.cosh_zero] at h1
    have hp1 := hp.2
    have hq1 := hq.2
    have hc : inner ℝ q.2 p.2 = inner ℝ p.2 q.2 := real_inner_comm _ _
    unfold mink at h1 hp1 hq1
    -- the difference is orthogonal to `q` and has zero Minkowski square
    have ho : mink (p - q) q = 0 := by
      simp only [mink, Prod.fst_sub, Prod.snd_sub, inner_sub_left]
      linarith
    have hn : mink (p - q) (p - q) = 0 := by
      simp only [mink, Prod.fst_sub, Prod.snd_sub, inner_sub_left, inner_sub_right]
      rw [hc]
      linarith
    exact sub_eq_zero.mp ((orthogonal_spacelike hq.2 ho).2 hn)
  · rintro rfl
    simp [rapidity, hp.2]
```

## Comparing the direct and successive rapidities

Put \(A=\sinh a\), \(B=\sinh b\) and \(S=\sinh(a+b)=A\cosh b+B\cosh a\). Then
\[
\langle z,q\rangle=B\cosh a+A\cosh b-S=0,
\]
\[
\langle z,z\rangle=A^2+B^2+2AB\langle p,k\rangle-S^2 .
\]
Using \(\cosh^2=1+\sinh^2\),
\[
S^2=A^2+B^2+2AB\cosh(a+b),
\]
and therefore
\[
-\langle z,z\rangle=2AB\bigl(\cosh(a+b)-\langle p,k\rangle\bigr).
\]
In the code, `expand` performs the bilinear expansion, the addition formulas for \(\sinh\) and \(\cosh\) are rewritten in, and `linear_combination` uses \(\cosh^2=1+\sinh^2\) once for \(a\) and once for \(b\).

```lean
/-- The defect vector is orthogonal to the intermediate four-velocity `q`, and minus its Minkowski
square equals `2 * sinh a * sinh b * (cosh (a + b) - mink p k)`, where `a` is the rapidity between
`p` and `q` and `b` the rapidity between `q` and `k`. -/
theorem defect_identity {p q k : ℝ × V} (hp : FourVelocity p) (hq : FourVelocity q)
    (hk : FourVelocity k) :
    mink (defect p q k) q = 0 ∧
    -mink (defect p q k) (defect p q k) =
      2 * Real.sinh (rapidity p q) * Real.sinh (rapidity q k) *
        (Real.cosh (rapidity p q + rapidity q k) - mink p k) := by
  have expand : ∀ s t r : ℝ,
      mink (s • p + t • k - r • q) q = s * mink p q + t * mink q k - r * mink q q ∧
      mink (s • p + t • k - r • q) (s • p + t • k - r • q) =
        s ^ 2 * mink p p + t ^ 2 * mink k k + r ^ 2 * mink q q
          + 2 * s * t * mink p k - 2 * s * r * mink p q - 2 * t * r * mink q k := by
    intro s t r
    have h1 : inner ℝ k.2 p.2 = inner ℝ p.2 k.2 := real_inner_comm _ _
    have h2 : inner ℝ q.2 p.2 = inner ℝ p.2 q.2 := real_inner_comm _ _
    have h3 : inner ℝ k.2 q.2 = inner ℝ q.2 k.2 := real_inner_comm _ _
    simp only [mink, Prod.fst_add, Prod.snd_add, Prod.fst_sub, Prod.snd_sub, Prod.smul_fst,
      Prod.smul_snd, smul_eq_mul, inner_add_left, inner_add_right, inner_sub_left,
      inner_sub_right, real_inner_smul_left, real_inner_smul_right, h1, h2, h3]
    constructor <;> ring
  have ha := Real.cosh_sq (rapidity p q)
  have hb := Real.cosh_sq (rapidity q k)
  unfold defect
  rw [(expand _ _ _).1, (expand _ _ _).2, hp.2, hq.2, hk.2, ← cosh_rapidity hp hq,
    ← cosh_rapidity hq hk, Real.sinh_add, Real.cosh_add]
  constructor
  · ring
  · linear_combination Real.sinh (rapidity p q) ^ 2 * hb + Real.sinh (rapidity q k) ^ 2 * ha
```

If \(a=0\), then \(p=q\) and \(c=b\); if \(b=0\), then \(q=k\) and \(c=a\). Otherwise \(AB>0\). Since \(z\) is orthogonal to \(q\), \(-\langle z,z\rangle\ge0\), so \(\cosh c=\langle p,k\rangle\le\cosh(a+b)\). Both arguments are nonnegative, hence \(c\le a+b\). The theorem assumes only that \(p,q,k\) are four-velocities.

```lean
/-- Rapidity triangle inequality: the relative rapidity of two four-velocities is at most
the sum of their rapidities relative to any third one. -/
theorem rapidity_triangle {p q k : ℝ × V} (hp : FourVelocity p) (hq : FourVelocity q)
    (hk : FourVelocity k) : rapidity p k ≤ rapidity p q + rapidity q k := by
  have ha := rapidity_nonneg p q
  have hb := rapidity_nonneg q k
  rcases ha.eq_or_lt with h0 | ha'
  · obtain rfl := (rapidity_eq_zero_iff hp hq).mp h0.symm
    linarith
  rcases hb.eq_or_lt with h0 | hb'
  · obtain rfl := (rapidity_eq_zero_iff hq hk).mp h0.symm
    linarith
  obtain ⟨ho, hd⟩ := defect_identity hp hq hk
  have hneg := (orthogonal_spacelike hq.2 ho).1
  have hs : 0 < 2 * Real.sinh (rapidity p q) * Real.sinh (rapidity q k) :=
    mul_pos (mul_pos two_pos (Real.sinh_pos_iff.mpr ha')) (Real.sinh_pos_iff.mpr hb')
  -- the defect has nonpositive Minkowski square, which bounds `mink p k` from above
  have hc : mink p k ≤ Real.cosh (rapidity p q + rapidity q k) := by
    by_contra hn
    nlinarith [mul_pos hs (sub_pos.mpr (not_le.mp hn))]
  rw [← cosh_rapidity hp hk, Real.cosh_le_cosh, abs_of_nonneg (rapidity_nonneg p k),
    abs_of_nonneg (add_nonneg ha hb)] at hc
  exact hc
```

## When rapidities add

Equality \(c=a+b\) holds exactly when
\[
\sinh b\,p+\sinh a\,k=\sinh(a+b)\,q .
\]
If \(a\) or \(b\) is zero, both statements are true. For \(a,b>0\), equality of rapidities makes \(\langle z,z\rangle=0\), hence \(z=0\). Conversely, \(z=0\) gives \(\cosh(a+b)=\langle p,k\rangle\), and uniqueness gives \(a+b=c\). Physically, when \(a,b>0\), equality means that the other two velocities point in opposite directions in the rest frame of \(q\).

```lean
/-- Rapidities add exactly when the intermediate four-velocity `q` satisfies
`sinh b p + sinh a k = sinh (a + b) q`, with `a` and `b` the two successive rapidities. -/
theorem rapidity_add_iff {p q k : ℝ × V} (hp : FourVelocity p) (hq : FourVelocity q)
    (hk : FourVelocity k) :
    rapidity p k = rapidity p q + rapidity q k ↔
      Real.sinh (rapidity q k) • p + Real.sinh (rapidity p q) • k =
        Real.sinh (rapidity p q + rapidity q k) • q := by
  have ha := rapidity_nonneg p q
  have hb := rapidity_nonneg q k
  rcases ha.eq_or_lt with h0 | ha'
  · obtain rfl := (rapidity_eq_zero_iff hp hq).mp h0.symm
    simp [← h0]
  rcases hb.eq_or_lt with h0 | hb'
  · obtain rfl := (rapidity_eq_zero_iff hq hk).mp h0.symm
    simp [← h0]
  obtain ⟨ho, hd⟩ := defect_identity hp hq hk
  have hs : 2 * Real.sinh (rapidity p q) * Real.sinh (rapidity q k) ≠ 0 :=
    (mul_pos (mul_pos two_pos (Real.sinh_pos_iff.mpr ha')) (Real.sinh_pos_iff.mpr hb')).ne'
  constructor
  · intro h
    rw [← h, cosh_rapidity hp hk, sub_self, mul_zero, neg_eq_zero] at hd
    exact sub_eq_zero.mp ((orthogonal_spacelike hq.2 ho).2 hd)
  · intro h
    have hz : defect p q k = 0 := sub_eq_zero.mpr h
    have hm : mink (0 : ℝ × V) 0 = 0 := by simp [mink]
    rw [hz, hm, neg_zero] at hd
    have hc := (mul_eq_zero.mp hd.symm).resolve_left hs
    exact ((cosh_eq_mink_iff hp hk (add_nonneg ha hb)).mp (sub_eq_zero.mp hc)).symm

end

end RapidityTriangle
```

```lean
#print axioms RapidityTriangle.rapidity_comm
-- 'RapidityTriangle.rapidity_comm' depends on axioms: [propext, Classical.choice, Quot.sound]
#print axioms RapidityTriangle.rapidity_triangle
-- 'RapidityTriangle.rapidity_triangle' depends on axioms: [propext, Classical.choice, Quot.sound]
#print axioms RapidityTriangle.rapidity_add_iff
-- 'RapidityTriangle.rapidity_add_iff' depends on axioms: [propext, Classical.choice, Quot.sound]
```
